# Thermal mean and variance of the vertical gap between two displaced harmonic wells of equal curvature

Let a classical coordinate $Q$ move at inverse temperature $\beta = 1/(k_BT)$ on the ground surface $kQ^2/2$, with $\beta, k > 0$. The vertical gap to the excited surface $D + k(Q-d)^2/2$ then has thermal mean $D+\lambda$ and variance $2\lambda/\beta$, where $\lambda = kd^2/2$ is the reorganization energy.

The physical question is where an absorption band lies and how broad thermal motion makes it. For one classical coordinate and two wells of equal force constant, the result links the band's width to the reorganization energy used in simulated spectra and in electron-transfer models. Reading the distribution of gaps as a measured spectrum is a further physical assumption: the transition must be vertical, with a strength independent of $Q$ and no other broadening.

```lean
import Mathlib

open MeasureTheory

namespace ThermalLineShape

noncomputable section
```

## Two surfaces and their gap

The ground surface is $V_g(Q) = kQ^2/2$, with its minimum at $Q=0$ and energy zero there.

```lean
/-- Harmonic ground-state energy surface with force constant `k`. -/
def ground (k Q : ℝ) : ℝ := k * Q ^ 2 / 2
```

The excited surface $V_e(Q) = D + k(Q-d)^2/2$ has its minimum at $Q=d$. Here $D$ is the energy difference between the two minima, not a dissociation energy. Both $D$ and $d$ may be any real numbers.

```lean
/-- Excited-state surface: the same harmonic well, displaced by `d` and raised by `D`. -/
def excited (D k d Q : ℝ) : ℝ := D + k * (Q - d) ^ 2 / 2
```

The vertical gap is $\Delta(Q) = V_e(Q) - V_g(Q)$, taken at fixed $Q$. The Lean name `gap` means this function of the coordinate, not a single number.

```lean
/-- Vertical gap between the two surfaces at fixed coordinate `Q`. -/
def gap (D k d Q : ℝ) : ℝ := excited D k d Q - ground k Q
```

The reorganization energy $\lambda$ is written `reorg k d`. It is the energy released when the system relaxes on the excited surface from $Q=0$ to $Q=d$.

```lean
/-- Reorganization energy `k d² / 2`. -/
def reorg (k d : ℝ) : ℝ := k * d ^ 2 / 2
```

## Boltzmann averages

For an observable $f$ on a surface $V$,
$$\langle f\rangle_V = \frac{\int f(Q)\,e^{-\beta V(Q)}\,dQ}{\int e^{-\beta V(Q)}\,dQ},$$
with both integrals over the whole real line. Only the configurational coordinate appears; the momentum factor of a classical ensemble would cancel.

```lean
/-- Boltzmann average of the observable `f` on the energy surface `V`, meant for surfaces whose
partition integral is finite and nonzero and for observables integrable against the weight. -/
def thermalAvg (β : ℝ) (V f : ℝ → ℝ) : ℝ :=
  (∫ Q, f Q * Real.exp (-β * V Q)) / ∫ Q, Real.exp (-β * V Q)
```

The variance is $\langle (f-\langle f\rangle_V)^2\rangle_V$.

```lean
/-- Thermal variance: the Boltzmann average of the squared deviation from the mean,
on the same domain as `thermalAvg`, with the squared deviation integrable too. -/
def thermalVar (β : ℝ) (V f : ℝ → ℝ) : ℝ :=
  thermalAvg β V (fun Q => (f Q - thermalAvg β V f) ^ 2)
```

On the ground surface the weight is the Gaussian $e^{-\beta kQ^2/2}$. Its products with $1$, $Q$ and $Q^2$ are integrable, and so is any combination $a+bQ+cQ^2$ times the weight. The proof takes the three Gaussian cases from Mathlib and adds them.

```lean
variable {β k : ℝ}

/-- For `β, k > 0`, every quadratic observable is integrable against the Boltzmann weight
of the ground surface. -/
theorem integrable_quadratic (hβ : 0 < β) (hk : 0 < k) (a b c : ℝ) :
    Integrable (fun Q : ℝ => (a + b * Q + c * Q ^ 2) * Real.exp (-β * ground k Q)) := by
  have ha : 0 < β * k / 2 := by positivity
  have h0 := integrable_exp_neg_mul_sq ha
  have h1 := integrable_mul_exp_neg_mul_sq ha
  have h2 : Integrable (fun Q : ℝ => Q ^ 2 * Real.exp (-(β * k / 2) * Q ^ 2)) := by
    simpa only [Real.rpow_two] using
      integrable_rpow_mul_exp_neg_mul_sq ha (s := 2) (by norm_num)
  have hw : ∀ Q : ℝ, -β * ground k Q = -(β * k / 2) * Q ^ 2 := by
    intro Q
    unfold ground
    ring
  refine (((h0.const_mul a).add (h1.const_mul b)).add (h2.const_mul c)).congr
    (Filter.Eventually.of_forall fun Q => ?_)
  simp only [Pi.add_apply, hw]
  ring
```

The partition integral is $\sqrt{2\pi/(\beta k)}$, which is positive, so dividing by it is legitimate.

```lean
/-- For `β, k > 0`, the partition integral of the ground surface is positive. -/
theorem partition_pos (hβ : 0 < β) (hk : 0 < k) :
    0 < ∫ Q : ℝ, Real.exp (-β * ground k Q) := by
  have hw : ∀ Q : ℝ, -β * ground k Q = -(β * k / 2) * Q ^ 2 := by
    intro Q
    unfold ground
    ring
  simp only [hw]
  rw [integral_gaussian]
  positivity
```

## Quadratic observables from a total derivative

Differentiating a linear function times the weight gives
$$\frac{d}{dQ}\left[\left(-\frac{b}{\beta k}-\frac{c}{\beta k}Q\right)e^{-\beta kQ^2/2}\right] = \left(-\frac{c}{\beta k}+bQ+cQ^2\right)e^{-\beta kQ^2/2}.$$
The bracketed function and its derivative are both integrable, so the right side integrates to zero. Writing
$$a+bQ+cQ^2 = \left(-\frac{c}{\beta k}+bQ+cQ^2\right)+\left(a+\frac{c}{\beta k}\right)$$
leaves only the constant, hence $\langle a+bQ+cQ^2\rangle_{V_g} = a+c/(\beta k)$. With $a=b=0$ and $c=k/2$ this is equipartition, $\langle kQ^2/2\rangle_{V_g} = 1/(2\beta)$.

In the proof, `hd` is the derivative, `hz` the vanishing integral and `hsplit` the decomposition.

```lean
/-- For `β, k > 0`, the ground-state thermal average of `a + b Q + c Q²` is `a + c / (β k)`. -/
theorem thermalAvg_quadratic (hβ : 0 < β) (hk : 0 < k) (a b c : ℝ) :
    thermalAvg β (ground k) (fun Q => a + b * Q + c * Q ^ 2) = a + c / (β * k) := by
  have hne : β * k ≠ 0 := by positivity
  have hb : b / (β * k) * (β * k) = b := div_mul_cancel₀ _ hne
  have hc : c / (β * k) * (β * k) = c := div_mul_cancel₀ _ hne
  -- The centred observable times the weight is a total derivative.
  have hd : ∀ Q : ℝ, HasDerivAt
      (fun Q : ℝ => (-(b / (β * k)) + -(c / (β * k)) * Q + 0 * Q ^ 2)
        * Real.exp (-β * ground k Q))
      ((-(c / (β * k)) + b * Q + c * Q ^ 2) * Real.exp (-β * ground k Q)) Q := by
    intro Q
    have hg : HasDerivAt (ground k) (k * Q) Q := by
      have h := ((hasDerivAt_id' Q).fun_mul (hasDerivAt_id' Q)).const_mul (k / 2)
      have e : ground k = fun y => k / 2 * (y * y) := by
        funext y
        unfold ground
        ring
      rw [e]
      exact h.congr_deriv (by ring)
    have hw := (hg.const_mul (-β)).exp
    have hp : HasDerivAt (fun Q : ℝ => -(b / (β * k)) + -(c / (β * k)) * Q + 0 * Q ^ 2)
        (-(c / (β * k))) Q := by
      have h := ((hasDerivAt_id' Q).const_mul (-(c / (β * k)))).const_add (-(b / (β * k)))
      have e : (fun Q : ℝ => -(b / (β * k)) + -(c / (β * k)) * Q + 0 * Q ^ 2)
          = fun Q => -(b / (β * k)) + -(c / (β * k)) * Q := by
        funext y
        ring
      rw [e]
      exact h.congr_deriv (mul_one _)
    refine (hp.fun_mul hw).congr_deriv ?_
    linear_combination Real.exp (-β * ground k Q) * Q * hb
      + Real.exp (-β * ground k Q) * Q ^ 2 * hc
  have hI := integrable_quadratic hβ hk (-(c / (β * k))) b c
  have hz := integral_eq_zero_of_hasDerivAt_of_integrable hd hI
    (integrable_quadratic hβ hk _ _ _)
  have h0 : Integrable (fun Q : ℝ => Real.exp (-β * ground k Q)) := by
    simpa using integrable_quadratic hβ hk 1 0 0
  have hsplit : ∫ Q : ℝ, (a + b * Q + c * Q ^ 2) * Real.exp (-β * ground k Q)
      = ∫ Q : ℝ, ((-(c / (β * k)) + b * Q + c * Q ^ 2) * Real.exp (-β * ground k Q)
        + (a + c / (β * k)) * Real.exp (-β * ground k Q)) := by
    congr 1
    funext Q
    ring
  simp only [thermalAvg]
  rw [div_eq_iff (partition_pos hβ hk).ne', hsplit,
    integral_add hI (h0.const_mul _), hz, integral_const_mul, zero_add]
```

For an observable $m-gQ$, the linear term averages to zero and the mean is $m$. The squared deviation is $g^2Q^2$, whose average is $g^2/(\beta k)$.

```lean
/-- For `β, k > 0`, the observable `m - g Q` has ground-state thermal mean `m` and
variance `g² / (β k)`. -/
theorem thermal_affine (hβ : 0 < β) (hk : 0 < k) (m g : ℝ) :
    thermalAvg β (ground k) (fun Q => m - g * Q) = m ∧
      thermalVar β (ground k) (fun Q => m - g * Q) = g ^ 2 / (β * k) := by
  have hm : thermalAvg β (ground k) (fun Q => m - g * Q) = m := by
    have e : (fun Q : ℝ => m - g * Q) = fun Q => m + -g * Q + 0 * Q ^ 2 := by
      funext Q
      ring
    rw [e, thermalAvg_quadratic hβ hk, zero_div, add_zero]
  refine ⟨hm, ?_⟩
  have e : (fun Q : ℝ => (m - g * Q - m) ^ 2) = fun Q => 0 + 0 * Q + g ^ 2 * Q ^ 2 := by
    funext Q
    ring
  simp only [thermalVar, hm]
  rw [e, thermalAvg_quadratic hβ hk, zero_add]
```

## Absorption: mean $D+\lambda$, variance $2\lambda/\beta$

Because the force constants are equal, the quadratic terms cancel:
$$\Delta(Q) = D+\frac{k}{2}(Q^2-2Qd+d^2)-\frac{k}{2}Q^2 = D+\lambda-kd\,Q.$$
The previous result with $m=D+\lambda$ and $g=kd$ gives the mean $D+\lambda$ and the variance
$$\frac{(kd)^2}{\beta k}=\frac{kd^2}{\beta}=\frac{2\lambda}{\beta}.$$
In Lean, `e` is the affine form of the gap, and the last lines carry out this simplification of the variance.

```lean
/-- Absorption line: for `β, k > 0`, the vertical gap sampled on the ground surface has mean
`D + λ` and variance `2 λ / β`, with `λ` the reorganization energy. -/
theorem absorption_line (hβ : 0 < β) (hk : 0 < k) (D d : ℝ) :
    thermalAvg β (ground k) (gap D k d) = D + reorg k d ∧
      thermalVar β (ground k) (gap D k d) = 2 * reorg k d / β := by
  -- The quadratic terms cancel, so the gap is affine in the coordinate.
  have e : gap D k d = fun Q => (D + reorg k d) - (k * d) * Q := by
    funext Q
    unfold gap excited ground reorg
    ring
  have h := thermal_affine hβ hk (D + reorg k d) (k * d)
  rw [e]
  refine ⟨h.1, h.2.trans ?_⟩
  rw [div_eq_div_iff (by positivity) (by positivity)]
  unfold reorg
  ring
```

The condition $k>0$ can't be weakened to $k\ge 0$. At $k=0$ the gap is the constant $D$, but the weight is $1$ everywhere and has no finite integral, so there is no thermal distribution. Lean assigns the value $0$ to such divergent integrals and to $0/0$, so `thermalAvg` returns $0$, and the stated mean fails whenever $D\neq0$.

## Emission and the Stokes shift

After the shift $Q\to Q+d$, the excited surface becomes $V_e(Q+d)=D+V_g(Q)$. Therefore
$$\int f(Q)e^{-\beta V_e(Q)}dQ = e^{-\beta D}\int f(Q+d)e^{-\beta V_g(Q)}dQ.$$
The factor $e^{-\beta D}$ also appears in the partition integral and cancels, so $\langle f\rangle_{V_e}$ is the ground-surface average of $f(Q+d)$. The statement `key` is the displayed identity; it is used once for $f$ and once for the constant $1$.

```lean
/-- The thermal average of `f` on the excited surface equals the ground-surface average of the
shifted observable `Q ↦ f (Q + d)`. -/
theorem thermalAvg_excited (β k D d : ℝ) (f : ℝ → ℝ) :
    thermalAvg β (excited D k d) f = thermalAvg β (ground k) (fun Q => f (Q + d)) := by
  have key : ∀ g : ℝ → ℝ, ∫ Q, g Q * Real.exp (-β * excited D k d Q)
      = Real.exp (-β * D) * ∫ Q, g (Q + d) * Real.exp (-β * ground k Q) := by
    intro g
    calc ∫ Q, g Q * Real.exp (-β * excited D k d Q)
        = ∫ Q, g (Q + d) * Real.exp (-β * excited D k d (Q + d)) :=
          (integral_add_right_eq_self
            (fun Q => g Q * Real.exp (-β * excited D k d Q)) d).symm
      _ = _ := by
          rw [← integral_const_mul]
          congr 1
          funext Q
          have h : Real.exp (-β * excited D k d (Q + d))
              = Real.exp (-β * D) * Real.exp (-β * ground k Q) := by
            rw [← Real.exp_add]
            congr 1
            unfold excited ground
            ring
          rw [h]
          ring
  have h1 := key (fun _ => 1)
  simp only [one_mul] at h1
  simp only [thermalAvg]
  -- The offset `D` only contributes a common factor, which cancels.
  rw [key f, h1, mul_div_mul_left _ _ (Real.exp_pos _).ne']
```

The translated gap is
$$\Delta(Q+d)=D+\lambda-kdQ-kd^2=D-\lambda-kdQ.$$
The slope is unchanged, so emission has mean $D-\lambda$ and the same variance as absorption. The excited state is assumed to have equilibrated before it emits.

```lean
/-- Emission line: for `β, k > 0`, the vertical gap sampled on the excited surface has mean
`D - λ` and variance `2 λ / β`, with `λ` the reorganization energy. -/
theorem emission_line (hβ : 0 < β) (hk : 0 < k) (D d : ℝ) :
    thermalAvg β (excited D k d) (gap D k d) = D - reorg k d ∧
      thermalVar β (excited D k d) (gap D k d) = 2 * reorg k d / β := by
  have e : ∀ Q, gap D k d (Q + d) = (D - reorg k d) - (k * d) * Q := by
    intro Q
    unfold gap excited ground reorg
    ring
  have h := thermal_affine hβ hk (D - reorg k d) (k * d)
  have hv : (k * d) ^ 2 / (β * k) = 2 * reorg k d / β := by
    rw [div_eq_div_iff (by positivity) (by positivity)]
    unfold reorg
    ring
  constructor
  · simp only [thermalAvg_excited, e]
    exact h.1
  · rw [← hv, ← h.2]
    simp only [thermalVar, thermalAvg_excited, e]
```

The difference of the two means is $2\lambda=\beta\cdot(2\lambda/\beta)$, which is $\beta$ times the variance.

```lean
/-- For `β, k > 0`, the Stokes shift, the mean absorption gap minus the mean emission gap,
equals `β` times the variance of the absorption line. -/
theorem stokes_shift (hβ : 0 < β) (hk : 0 < k) (D d : ℝ) :
    thermalAvg β (ground k) (gap D k d) - thermalAvg β (excited D k d) (gap D k d)
      = β * thermalVar β (ground k) (gap D k d) := by
  rw [(absorption_line hβ hk D d).1, (absorption_line hβ hk D d).2,
    (emission_line hβ hk D d).1]
  have h : β * (2 * reorg k d / β) = 2 * reorg k d := by field_simp
  rw [h]
  ring
```

One way to estimate an absorption band is to sample geometries on the ground surface by molecular dynamics and to compute the excited-minus-ground energy at each one with the nuclei held fixed. Suppose $k_BT=0.025$ eV and the sampled gaps have mean $2.20$ eV and standard deviation $0.10$ eV. The model then gives $\lambda=\tfrac12\cdot40\cdot0.01=0.20$ eV, $D=2.00$ eV and a mean emission gap of $1.80$ eV.

## The generating function and the free-energy average

For real $s$, completing the square gives
$$s\Delta(Q)-\frac{\beta k}{2}Q^2 = -\frac{\beta k}{2}\left(Q+\frac{sd}{\beta}\right)^2+s(D+\lambda)+\frac{s^2\lambda}{\beta}.$$
Shifting the coordinate leaves the Gaussian integral unchanged (`hs`), so
$$\langle e^{s\Delta}\rangle_{V_g}=e^{s(D+\lambda)+s^2\lambda/\beta}.$$
This is the generating function of a Gaussian distribution, which shrinks to a single value when $d=0$.

```lean
/-- For `β, k > 0` and real `s`, the moment generating function of the absorption gap is
`exp (s (D + λ) + s² λ / β)`, with `λ` the reorganization energy. -/
theorem gap_generating_function (hβ : 0 < β) (hk : 0 < k) (D d s : ℝ) :
    thermalAvg β (ground k) (fun Q => Real.exp (s * gap D k d Q))
      = Real.exp (s * (D + reorg k d) + s ^ 2 * reorg k d / β) := by
  have hb : s * d / β * β = s * d := div_mul_cancel₀ _ hβ.ne'
  have hs : ∫ Q : ℝ, Real.exp (-β * ground k (Q + s * d / β))
      = ∫ Q : ℝ, Real.exp (-β * ground k Q) :=
    integral_add_right_eq_self (fun Q : ℝ => Real.exp (-β * ground k Q)) (s * d / β)
  simp only [thermalAvg]
  rw [div_eq_iff (partition_pos hβ hk).ne', ← hs, ← integral_const_mul]
  congr 1
  funext Q
  rw [← Real.exp_add, ← Real.exp_add]
  congr 1
  -- Completing the square in the exponent.
  unfold gap excited ground reorg
  linear_combination (k * Q + k * (s * d / β) / 2) * hb
```

At $s=-\beta$ the exponent is $-\beta(D+\lambda)+\beta\lambda=-\beta D$, and $\lambda$ drops out. In general, free-energy perturbation equates this average with the ratio of the two partition functions. The theorem evaluates the average for these two wells, whose equal curvature makes the free-energy difference simply $D$.

```lean
/-- Free-energy perturbation: for `β, k > 0`, the ground-state average of `exp (-β gap)` is
`exp (-β D)`. -/
theorem free_energy_perturbation (hβ : 0 < β) (hk : 0 < k) (D d : ℝ) :
    thermalAvg β (ground k) (fun Q => Real.exp (-β * gap D k d Q)) = Real.exp (-β * D) := by
  have hb : (-β) ^ 2 * reorg k d / β = β * reorg k d := by
    rw [div_eq_iff hβ.ne']
    ring
  rw [gap_generating_function hβ hk, hb]
  congr 1
  ring

end

end ThermalLineShape
```

```lean
#print axioms ThermalLineShape.thermal_affine
#print axioms ThermalLineShape.stokes_shift
#print axioms ThermalLineShape.free_energy_perturbation
```

```
'ThermalLineShape.thermal_affine' depends on axioms: [propext, Classical.choice, Quot.sound]
'ThermalLineShape.stokes_shift' depends on axioms: [propext, Classical.choice, Quot.sound]
'ThermalLineShape.free_energy_perturbation' depends on axioms: [propext, Classical.choice, Quot.sound]
```
